# Adding E to an eigenvalue of A − E gives an eigenvalue of a Hermitian matrix A

Moving the zero of energy by a real amount E turns a finite Hermitian Hamiltonian matrix A into A − E, and adding E to a level of the shifted matrix gives a level of the original. The declaration states that A − E is Hermitian and that each of its eigenvalues, plus E, is an eigenvalue of A, in the sense that some nonzero vector, not required to be normalised, satisfies the eigenvalue equation. The attempt first proves that A − E is Hermitian, then takes an orthonormal eigenbasis of it and shows that each basis vector is also an eigenvector of A. The vector is nonzero by orthonormality, and the eigenvalue equation is checked component by component.

In Lean, a first try:

```lean
import Mathlib

open Matrix
open scoped ComplexOrder

namespace LowdinBracketing

noncomputable section

variable {m n : Type*} [Fintype m] [DecidableEq m] [Fintype n] [DecidableEq n]

/-- The real number `μ` is an eigenvalue of the matrix `A`. -/
def IsLevel (A : Matrix m m ℂ) (μ : ℝ) : Prop :=
  ∃ v : m → ℂ, v ≠ 0 ∧ A *ᵥ v = (μ : ℂ) • v

/-- The matrix `A - E`. -/
def shift (A : Matrix m m ℂ) (E : ℝ) : Matrix m m ℂ := A - (E : ℂ) • 1

/-- For Hermitian `A` the matrix `A - E` is Hermitian, and adding `E` to any of its
eigenvalues gives an eigenvalue of `A`. -/
theorem shift_spectral {A : Matrix m m ℂ} (hA : A.IsHermitian) (E : ℝ) :
    ∃ hS : (shift A E).IsHermitian, ∀ i, IsLevel A (hS.eigenvalues i + E) := by
  have hS : (shift A E).IsHermitian := by
    change (A - (E : ℂ) • (1 : Matrix m m ℂ))ᴴ = A - (E : ℂ) • 1
    rw [conjTranspose_sub, hA.eq, conjTranspose_smul, conjTranspose_one]
    simp
  refine ⟨hS, fun i => ⟨(hS.eigenvectorBasis i).ofLp, ?_, ?_⟩⟩
  · intro h
    apply hS.eigenvectorBasis.orthonormal.ne_zero i
    ext j
    exact congrFun h j
  · have h := hS.mulVec_eigenvectorBasis i
    ext j
    have hj := congrFun h j
    rw [shift, sub_mulVec, smul_mulVec, one_mulVec] at hj
    simp only [Pi.sub_apply, Pi.smul_apply, smul_eq_mul, Complex.real_smul] at hj ⊢
    push_cast
    linear_combination hj

end

end LowdinBracketing
```

The compiler's answer:

```
Main.lean:35:8: error: Failed to rewrite using equation theorems for `shift`
```

Cause. The message says that Lean could not unfold `shift` by rewriting in `hj`. It does not give the reason, but the code does. In `hj`, `shift A E` is not only the matrix acting on the eigenvector. The eigenvector and the eigenvalue are themselves built from `hS`, a proof that `shift A E` is Hermitian, so they carry that matrix as an implicit argument. To rewrite, `rw [shift]` first puts a variable in place of every occurrence of `shift A E`, giving a general statement called the motive. There `hS` would have to prove that an arbitrary matrix is Hermitian, but it is still a proof about `shift A E`. The motive is not type-correct, so the rewrite fails, even though `shift A E` and `A - (E : ℂ) • 1` are equal by definition.

The repair first proves `hact`, the formula for `shift A E *ᵥ v` with an arbitrary vector `v`. Nothing there depends on `hS`, so the same four rewrites work. `rw [hact] at hj` then replaces the whole matrix-vector product by `A *ᵥ v - (E : ℂ) • v`, with the eigenvector for `v`, and leaves the matrix inside the eigenvector and eigenvalue untouched.

The repair, with which the file compiles:

```diff
@@ -33,5 +33,7 @@
     ext j
     have hj := congrFun h j
-    rw [shift, sub_mulVec, smul_mulVec, one_mulVec] at hj
+    have hact : ∀ v : m → ℂ, shift A E *ᵥ v = A *ᵥ v - (E : ℂ) • v := fun v => by
+      rw [shift, sub_mulVec, smul_mulVec, one_mulVec]
+    rw [hact] at hj
     simp only [Pi.sub_apply, Pi.smul_apply, smul_eq_mul, Complex.real_smul] at hj ⊢
     push_cast
```
